# The mean-field free energy of a coupled pair: variational bound, self-consistency and exactness

## Definitions and conventions

Two subsystems have finite, nonempty state sets $A$ and $B$, and the joint configuration $(a,b)$ has real energy $U(a,b)$. The inverse temperature is $\beta>0$, logarithms are natural, and $0\log 0=0$. A probability vector on a finite set $S$ is a function $p$ with $p(s)\ge 0$ and $\sum_s p(s)=1$. For an energy $E$ on $S$,

$$Z_E=\sum_s e^{-\beta E(s)},\qquad \pi_E(s)=e^{-\beta E(s)}/Z_E$$

are the partition function and the Boltzmann vector. On $S=A\times B$ with $E=U$ we write $Z$ and $\pi_U$, and the exact free energy is $F_{\rm ex}=-\log Z/\beta$. With $N(p)=\sum_s p(s)\log p(s)$, which is minus the Shannon entropy, the mean-field free energy of $p$ on $A$ and $q$ on $B$ is

$$F(p,q)=\sum_{a,b}p(a)q(b)U(a,b)+\frac{N(p)+N(q)}{\beta}.$$

The product state is $(p\otimes q)(a,b)=p(a)q(b)$, and the mean fields are $h_q(a)=\sum_b q(b)U(a,b)$ on $A$ and $g_p(b)=\sum_a p(a)U(a,b)$ on $B$.

## The claims

In all four claims $p$ and $q$ are probability vectors, except that $q$ may be any real vector in claim 2, where $\log x$ in $N(q)$ is read as $\log|x|$ for a negative entry $x$.

1. $F(p,q)\ge F_{\rm ex}$, with equality exactly when $p\otimes q=\pi_U$.
2. For fixed $q$, the vector $\pi_{h_q}$ is the unique minimiser of $F(\cdot,q)$.
3. $(p,q)$ is minimal in each argument separately if and only if $p=\pi_{h_q}$ and $q=\pi_{g_p}$.
4. Some $(p,q)$ attains $F_{\rm ex}$ if and only if $U(a,b)=u(a)+v(b)$ for some real functions $u$ and $v$.

Claim 1 is the Gibbs–Bogoliubov variational inequality for a classical finite system with product trial distributions. Read quantum mechanically, it covers two finite fragments whose Hamiltonian and trial states are diagonal in one fixed product basis, and there claim 4 says that the self-consistent embedding of each fragment in the averaged field of the other can reproduce the exact free energy, or equivalently the exact joint state, only when the fragments do not interact; the one-fragment distributions alone can be exact in spite of an interaction, as they are for the uniform pair in the spin example below.

## Derivation

**Relative entropy.** For a probability vector $p$ and a strictly positive normalised $r$, put $D(p\|r)=\sum_s p(s)\,[\log p(s)-\log r(s)]$. Take a state with $p(s)\ne r(s)$. If $p(s)>0$, the inequality $\log t<t-1$, valid for $t>0$ and $t\neq1$, is applied at $t=r(s)/p(s)$ and multiplied by $p(s)$, which gives

$$p(s)-r(s)<p(s)\,[\log p(s)-\log r(s)].$$

If $p(s)=0$ the same inequality reads $-r(s)<0$, and if $p(s)=r(s)$ both sides vanish. The left sides sum to $1-1=0$, so $D\ge0$, and one state with $p(s)\neq r(s)$ makes $D>0$. Hence $D(p\|r)=0$ exactly when $p=r$.

**Distance to a Boltzmann vector.** Inserting $\log\pi_E(s)=-\beta E(s)-\log Z_E$ and using $\sum_s p(s)=1$,

$$D(p\|\pi_E)=N(p)+\beta\sum_s p(s)E(s)+\log Z_E. \tag{1}$$

**Additivity.** For $x,y\ge0$ one has $xy\log(xy)=(x\log x)\,y+x\,(y\log y)$, trivially so when a factor is zero. Summing with $x=p(a)$, $y=q(b)$ gives $N(p\otimes q)=N(p)+N(q)$.

**Claim 1.** Equation (1) on $A\times B$ for $p\otimes q$, divided by $\beta$, is $F(p,q)=F_{\rm ex}+D(p\otimes q\|\pi_U)/\beta$. Since $\beta>0$, the last term is nonnegative and vanishes only at $p\otimes q=\pi_U$.

**Claim 2.** The energy term of $F(p,q)$ equals $\sum_a p(a)h_q(a)$, so (1) on $A$ with $E=h_q$ gives

$$F(p,q)=\frac{N(q)-\log Z_{h_q}}{\beta}+\frac{D(p\|\pi_{h_q})}{\beta}.$$

The first term does not depend on $p$, and the second is zero at $p=\pi_{h_q}$ and positive elsewhere.

**Claim 3.** If $p$ minimises $F(\cdot,q)$, then $F(p,q)\le F(\pi_{h_q},q)$; claim 2 gives the reverse inequality, and uniqueness gives $p=\pi_{h_q}$. Conversely, $p=\pi_{h_q}$ is minimal by claim 2. Exchanging the roles of $A$ and $B$ leaves $F$ unchanged, which settles $q$.

**Claim 4.** If the bound is attained, $p(a)q(b)=e^{-\beta U(a,b)}/Z>0$, so both factors are nonzero and $\log p(a)+\log q(b)=-\beta U(a,b)-\log Z$. Then $u(a)=-[\log p(a)+\log Z]/\beta$ and $v(b)=-\log q(b)/\beta$ satisfy $U(a,b)=u(a)+v(b)$. Conversely, if $U$ has this form, the exponential factorises, $Z=Z_uZ_v$, and $\pi_u\otimes\pi_v=\pi_U$, which is the equality case of claim 1.

## Examples

The numbers here are worked on paper and do not appear among the Lean theorems.

Take two spins $a,b\in\{+1,-1\}$ with $U=-Jab$, $\beta=1$ and $J=\log2$. Then $Z=2\cdot2+2\cdot\tfrac12=5$ and $F_{\rm ex}=-\log5\approx-1.609$. For uniform $p$ and $q$ both mean fields vanish, so the pair is self-consistent, with $F=-\log4\approx-1.386$. The gap $\log\tfrac54\approx0.223$ agrees with $D=\tfrac12\log\tfrac{1/4}{2/5}+\tfrac12\log\tfrac{1/4}{1/10}=\tfrac12\log\tfrac{25}{16}$. For $q$ concentrated on $b=+1$ the field is $h_q(a)=-Ja$, the minimiser has weights $\tfrac45$ on $a=+1$ and $\tfrac15$ on $a=-1$, and $F=-\log\tfrac52\approx-0.916$. An additive energy would satisfy $U(+,+)+U(-,-)=U(+,-)+U(-,+)$, whereas here the sides are $-2J$ and $2J$, so no product state reaches $F_{\rm ex}$.

With $J=2$ instead, the uniform pair is still self-consistent with $F\approx-1.386$, while $p$ and $q$ both concentrated on $+1$ give $F=-2$. A self-consistent pair therefore need not minimise $F$ jointly.

The sign of $\beta$ is needed for claims 1, 2 and 3. Let $A$ have two states, $B$ one state, $U=0$ and $\beta=-1$. Then $Z=2$, $F_{\rm ex}=\log2$ and $F(p,q)=-N(p)$. At $p=(1,0)$ this is $0<\log2$, so the bound fails, and the Boltzmann vector $(\tfrac12,\tfrac12)$ maximises $F$; with the only possible $q$ it forms a self-consistent pair that is not minimal in $p$.

## Formal development

The type `S` is a generic finite state set, later taken to be `A`, `B` or `A × B`. Vectors are real functions on it.

```lean
import Mathlib

open Finset

namespace MeanFieldPair

noncomputable section

variable {S A B : Type*} [Fintype S] [Fintype A] [Fintype B]
```

Being a probability vector is a predicate on such functions.

```lean
/-- A probability vector on a finite state set: nonnegative entries summing to one. -/
def IsProb (p : S → ℝ) : Prop := (∀ s, 0 ≤ p s) ∧ ∑ s, p s = 1
```

The next two definitions are $N(p)$ and $D(p\|r)$. Mathlib's `Real.log` is defined on all reals, with `Real.log 0 = 0` and $\log|x|$ for negative $x$, so a state of zero weight contributes $0$, and `negEntropy q` is a finite constant even for the arbitrary real `q` of claim 2.

```lean
/-- Minus the Shannon entropy, `∑ p log p`, with `0 log 0 = 0`. -/
def negEntropy (p : S → ℝ) : ℝ := ∑ s, p s * Real.log (p s)

/-- Relative entropy `∑ p (log p - log r)` of `p` with respect to `r`. -/
def relEntropy (p r : S → ℝ) : ℝ := ∑ s, p s * (Real.log (p s) - Real.log (r s))
```

The partition function $Z_E$ and the normalised Boltzmann vector $\pi_E$ are defined for any real `β`.

```lean
/-- Partition function `Z = ∑ exp (-β E)`. -/
def partition (β : ℝ) (E : S → ℝ) : ℝ := ∑ s, Real.exp (-β * E s)

/-- Boltzmann distribution `exp (-β E) / Z`. -/
def boltzmann (β : ℝ) (E : S → ℝ) (s : S) : ℝ := Real.exp (-β * E s) / partition β E
```

The energy `U` takes two arguments; `pairEnergy` views it as a function on joint configurations `s`, with `s.1` the state $a$ and `s.2` the state $b$. `productState p q` is $p\otimes q$.

```lean
/-- The pair energy `U(a,b)` as a function on joint configurations. -/
def pairEnergy (U : A → B → ℝ) (s : A × B) : ℝ := U s.1 s.2

/-- The uncorrelated joint distribution `p(a) q(b)`. -/
def productState (p : A → ℝ) (q : B → ℝ) (s : A × B) : ℝ := p s.1 * q s.2
```

Then come $F_{\rm ex}$, $F(p,q)$ and $h_q$. The field $g_p$ is obtained from the same definition with the transposed energy, as `meanField (fun b a => U a b) p`.

```lean
/-- Exact free energy `-log Z / β` of the coupled pair. -/
def exactFreeEnergy (β : ℝ) (U : A → B → ℝ) : ℝ :=
  -Real.log (partition β (pairEnergy U)) / β

/-- Mean-field free energy `F(p,q) = ∑ p q U + (∑ p log p + ∑ q log q) / β`. -/
def meanFieldF (β : ℝ) (U : A → B → ℝ) (p : A → ℝ) (q : B → ℝ) : ℝ :=
  ∑ a, ∑ b, p a * q b * U a b + (negEntropy p + negEntropy q) / β

/-- The mean field `∑_b q(b) U(a,b)` acting on the first subsystem. -/
def meanField (U : A → B → ℝ) (q : B → ℝ) (a : A) : ℝ := ∑ b, q b * U a b
```

### Lemmas

The first lemma is the relative-entropy step. `hlt` is the strict termwise inequality, split into $p(s)=0$ and $p(s)>0$; in the second case `h1` is $\log t<t-1$ at $t=r(s)/p(s)$ and `h2` is its product with $p(s)$. `hle` adds the states with $p(s)=r(s)$, and `hsum` is $1-1=0$.

```lean
/-- The relative entropy of a probability vector `p` with respect to a strictly positive
normalised `r` is nonnegative and vanishes exactly when `p = r`. -/
theorem relEntropy_nonneg {p r : S → ℝ} (hp : IsProb p) (hpos : ∀ s, 0 < r s)
    (hr : ∑ s, r s = 1) : 0 ≤ relEntropy p r ∧ (relEntropy p r = 0 ↔ p = r) := by
  -- termwise bound from `log t < t - 1` at `t = r / p`
  have hlt : ∀ s, p s ≠ r s → p s - r s < p s * (Real.log (p s) - Real.log (r s)) := by
    intro s hne
    rcases (hp.1 s).eq_or_lt with h0 | h0
    · have := hpos s
      rw [← h0, zero_mul]
      linarith
    · have h1 := Real.log_lt_sub_one_of_pos (div_pos (hpos s) h0)
        (fun h => hne ((div_eq_one_iff_eq h0.ne').1 h).symm)
      rw [Real.log_div (hpos s).ne' h0.ne'] at h1
      have h2 := mul_lt_mul_of_pos_left h1 h0
      have h3 : p s * (r s / p s - 1) = r s - p s := by field_simp
      rw [h3] at h2
      linarith
  have hle : ∀ s, p s - r s ≤ p s * (Real.log (p s) - Real.log (r s)) := by
    intro s
    by_cases h : p s = r s
    · simp [h]
    · exact (hlt s h).le
  have hsum : ∑ s, (p s - r s) = 0 := by rw [sum_sub_distrib, hp.2, hr, sub_self]
  refine ⟨hsum.symm.le.trans (sum_le_sum fun s _ => hle s), fun h => ?_, fun h => ?_⟩
  · by_contra hne
    obtain ⟨s, hs⟩ := Function.ne_iff.1 hne
    have h4 := sum_lt_sum (s := univ) (fun t _ => hle t) ⟨s, mem_univ s, hlt s hs⟩
    rw [hsum] at h4
    exact h4.ne' h
  · simp [relEntropy, h]
```

Every step below that passes from equal free energies to equal distributions comes from the use of `sum_lt_sum` in this proof. That Mathlib lemma takes two functions $f$ and $g$ on a finite index set, a proof of $f\le g$ at every index and one index with $f<g$, and concludes $\sum f<\sum g$. Here `Function.ne_iff` turns $p\ne r$ into a state `s` where the vectors differ, `hle` supplies the weak inequalities and `hlt s hs` the strict one. The result $0<D$ contradicts $D=0$. Where $p(s)>0$ the strictness comes from `Real.log_lt_sub_one_of_pos`, which asks for $t>0$ and $t\ne1$; where $p(s)=0$ it comes from $r(s)>0$. The argument is finite and order-theoretic, so no derivative or Lagrange multiplier appears, and vectors on the boundary of the simplex are included.

On a nonempty set $Z_E>0$, as a sum of positive terms; this is `hZ`, and positivity, normalisation and the logarithm of $\pi_E$ follow.

```lean
/-- The Boltzmann weights are positive, sum to one, and have logarithm `-β E - log Z`. -/
theorem boltzmann_spec [Nonempty S] (β : ℝ) (E : S → ℝ) :
    (∀ s, 0 < boltzmann β E s) ∧ ∑ s, boltzmann β E s = 1 ∧
      ∀ s, Real.log (boltzmann β E s) = -β * E s - Real.log (partition β E) := by
  have hZ : 0 < partition β E := sum_pos (fun _ _ => Real.exp_pos _) univ_nonempty
  refine ⟨fun s => div_pos (Real.exp_pos _) hZ, ?_, fun s => ?_⟩
  · simp only [boltzmann]
    rw [← Finset.sum_div]
    exact div_self hZ.ne'
  · rw [boltzmann, Real.log_div (Real.exp_pos _).ne' hZ.ne', Real.log_exp]
```

Equation (1) uses only the normalisation of `p`. The identity `h` is its termwise form, and the final `simp only` sums it.

```lean
/-- For normalised `p`, the relative entropy with respect to the Boltzmann distribution is
`∑ p log p + β ∑ p E + log Z`. -/
theorem relEntropy_boltzmann [Nonempty S] (β : ℝ) (E : S → ℝ) {p : S → ℝ}
    (hp : ∑ s, p s = 1) : relEntropy p (boltzmann β E) =
      negEntropy p + β * ∑ s, p s * E s + Real.log (partition β E) := by
  have h : ∀ s, p s * (Real.log (p s) - Real.log (boltzmann β E s)) =
      p s * Real.log (p s) + β * (p s * E s) + Real.log (partition β E) * p s := by
    intro s
    rw [(boltzmann_spec β E).2.2 s]
    ring
  simp only [relEntropy, negEntropy, h, sum_add_distrib, ← mul_sum, hp, mul_one]
```

In the additivity lemma `h` is the identity for $xy\log(xy)$, with the zero cases treated before `Real.log_mul` is applied. `Fintype.sum_prod_type` rewrites a sum over `A × B` as a double sum.

```lean
/-- The product of two probability vectors is a probability vector on joint configurations,
and its entropy is the sum of the two entropies. -/
theorem productState_spec {p : A → ℝ} {q : B → ℝ} (hp : IsProb p) (hq : IsProb q) :
    IsProb (productState p q) ∧
      negEntropy (productState p q) = negEntropy p + negEntropy q := by
  have h : ∀ x y : ℝ, x * y * Real.log (x * y) =
      x * Real.log x * y + x * (y * Real.log y) := by
    intro x y
    by_cases hx : x = 0
    · simp [hx]
    by_cases hy : y = 0
    · simp [hy]
    rw [Real.log_mul hx hy]
    ring
  refine ⟨⟨fun s => mul_nonneg (hp.1 _) (hq.1 _), ?_⟩, ?_⟩
  · simp only [productState, Fintype.sum_prod_type, ← mul_sum, hq.2, mul_one, hp.2]
  · simp only [negEntropy, productState, Fintype.sum_prod_type, h, sum_add_distrib,
      ← mul_sum, hq.2, mul_one, ← sum_mul, hp.2, one_mul]
```

### Theorems

`meanField_bound` is claim 1: for `0 < β` and probability vectors `p`, `q`, the inequality holds, and equality is equivalent to the equality of `productState p q` and `boltzmann β (pairEnergy U)` as functions on `A × B`. The step `gap` is $F=F_{\rm ex}+D/\beta$, assembled from (1), additivity `hS` and the double sum `hE`; `h0` and `h1` are the two halves of the relative-entropy lemma.

```lean
variable [Nonempty A] [Nonempty B]

/-- The mean-field free energy is at least the exact free energy `-log Z / β`, with equality
exactly when `p(a) q(b)` is the joint Boltzmann distribution. -/
theorem meanField_bound {β : ℝ} (hβ : 0 < β) (U : A → B → ℝ) {p : A → ℝ} {q : B → ℝ}
    (hp : IsProb p) (hq : IsProb q) :
    exactFreeEnergy β U ≤ meanFieldF β U p q ∧
      (meanFieldF β U p q = exactFreeEnergy β U ↔
        productState p q = boltzmann β (pairEnergy U)) := by
  obtain ⟨hpq, hS⟩ := productState_spec hp hq
  obtain ⟨hpos, hsum, -⟩ := boltzmann_spec β (pairEnergy U)
  obtain ⟨h0, h1⟩ := relEntropy_nonneg hpq hpos hsum
  have hE : ∑ s, productState p q s * pairEnergy U s = ∑ a, ∑ b, p a * q b * U a b := by
    simp only [Fintype.sum_prod_type, productState, pairEnergy]
  -- the gap is the relative entropy of the product state over β
  have gap : meanFieldF β U p q = exactFreeEnergy β U +
      relEntropy (productState p q) (boltzmann β (pairEnergy U)) / β := by
    rw [relEntropy_boltzmann β _ hpq.2, hS, hE, meanFieldF, exactFreeEnergy]
    field_simp
    ring
  refine ⟨by linarith [div_nonneg h0 hβ.le], ?_⟩
  rw [gap, ← h1]
  simp [hβ.ne']
```

`best_response` is claim 2. It assumes `0 < β`, places no condition on `q`, and of the two state sets requires only `A` to be nonempty. It states that $\pi_{h_q}$ is a probability vector, that its $F$ is at most that of any probability vector `p`, and that equal values force `p` to be $\pi_{h_q}$. The step `key` is the decomposition of $F$ into a constant and $D/\beta$, used once at `p` and once at the minimiser, where `hself` gives $D=0$.

```lean
omit [Nonempty B] in
/-- For fixed `q`, the Boltzmann distribution in the mean field `∑_b q(b) U(a,b)` is a
probability vector and the unique minimiser of `F(·, q)` among probability vectors. -/
theorem best_response {β : ℝ} (hβ : 0 < β) (U : A → B → ℝ) (q : B → ℝ) :
    IsProb (boltzmann β (meanField U q)) ∧ ∀ p, IsProb p →
      meanFieldF β U (boltzmann β (meanField U q)) q ≤ meanFieldF β U p q ∧
      (meanFieldF β U p q = meanFieldF β U (boltzmann β (meanField U q)) q ↔
        p = boltzmann β (meanField U q)) := by
  obtain ⟨hpos, hsum, -⟩ := boltzmann_spec β (meanField U q)
  refine ⟨⟨fun a => (hpos a).le, hsum⟩, fun p hp => ?_⟩
  -- `F(r, q)` is a relative entropy over β plus a constant independent of `r`
  have key : ∀ r : A → ℝ, ∑ a, r a = 1 → meanFieldF β U r q =
      (negEntropy q - Real.log (partition β (meanField U q))) / β +
        relEntropy r (boltzmann β (meanField U q)) / β := by
    intro r hr
    have hE : ∑ a, ∑ b, r a * q b * U a b = ∑ a, r a * meanField U q a := by
      simp only [meanField, mul_sum, mul_assoc]
    rw [relEntropy_boltzmann β _ hr, meanFieldF, hE]
    field_simp
    ring
  have hself : relEntropy (boltzmann β (meanField U q)) (boltzmann β (meanField U q)) = 0 := by
    simp [relEntropy]
  obtain ⟨h0, h1⟩ := relEntropy_nonneg hp hpos hsum
  rw [key p hp.2, key _ hsum, hself, zero_div, add_zero]
  refine ⟨by linarith [div_nonneg h0 hβ.le], ?_⟩
  rw [← h1]
  simp [hβ.ne']
```

`self_consistent_iff` is claim 3, for `0 < β` and probability vectors `p` and `q`. The step `swap` is the exchange symmetry, which lets `best_response` be applied to the transposed energy. In the forward direction `le_antisymm` combines the two inequalities into the equality that uniqueness requires. The theorem characterises such pairs; the existence of a solution, the number of solutions, joint minimality and the convergence of alternating updates are not part of its statement.

```lean
/-- A pair `(p, q)` minimises `F` in each argument separately if and only if each
distribution is the Boltzmann distribution in the mean field of the other. -/
theorem self_consistent_iff {β : ℝ} (hβ : 0 < β) (U : A → B → ℝ) {p : A → ℝ} {q : B → ℝ}
    (hp : IsProb p) (hq : IsProb q) :
    ((∀ p', IsProb p' → meanFieldF β U p q ≤ meanFieldF β U p' q) ∧
      ∀ q', IsProb q' → meanFieldF β U p q ≤ meanFieldF β U p q') ↔
    (p = boltzmann β (meanField U q) ∧ q = boltzmann β (meanField (fun b a => U a b) p)) := by
  -- exchange symmetry of the two subsystems
  have swap : ∀ r, meanFieldF β U p r = meanFieldF β (fun b a => U a b) r p := by
    intro r
    simp only [meanFieldF]
    rw [sum_comm, add_comm (negEntropy p)]
    simp only [mul_comm (p _)]
  obtain ⟨hA, hA'⟩ := best_response hβ U q
  obtain ⟨hB, hB'⟩ := best_response hβ (fun b a => U a b) p
  constructor
  · rintro ⟨h1, h2⟩
    refine ⟨(hA' p hp).2.1 (le_antisymm (h1 _ hA) (hA' p hp).1),
      (hB' q hq).2.1 (le_antisymm ?_ (hB' q hq).1)⟩
    rw [← swap, ← swap]
    exact h2 _ hB
  · rintro ⟨h1, h2⟩
    refine ⟨fun p' hp' => ((hA' p hp).2.2 h1).le.trans (hA' p' hp').1, fun q' hq' => ?_⟩
    rw [swap, swap]
    exact ((hB' q hq).2.2 h2).le.trans (hB' q' hq').1
```

`exact_iff_noninteracting` is claim 4, stated for `0 < β`, with `p` and `q` ranging over probability vectors. The forward direction writes down $u$ and $v$ as in the derivation, `h1` is $p(a)q(b)\neq0$ and `h2` the logarithmic identity. The reverse direction takes `boltzmann β u` and `boltzmann β v` as witnesses, with `hZ` the factorisation $Z=Z_uZ_v$. The statement itself records only that an attaining pair exists, and it gives no estimate of the gap when the subsystems interact. If either set has a single state, every energy is additive and the bound is attained.

```lean
/-- The mean-field free energy attains the exact free energy for some `(p, q)` if and only if
the energy is a sum of one-body terms, `U(a,b) = u(a) + v(b)`. -/
theorem exact_iff_noninteracting {β : ℝ} (hβ : 0 < β) (U : A → B → ℝ) :
    (∃ p q, IsProb p ∧ IsProb q ∧ meanFieldF β U p q = exactFreeEnergy β U) ↔
      ∃ (u : A → ℝ) (v : B → ℝ), ∀ a b, U a b = u a + v b := by
  constructor
  · rintro ⟨p, q, hp, hq, h⟩
    have heq := (meanField_bound hβ U hp hq).2.1 h
    obtain ⟨hpos, -, hlog⟩ := boltzmann_spec β (pairEnergy U)
    rw [← heq] at hpos hlog
    refine ⟨fun a => -(Real.log (p a) + Real.log (partition β (pairEnergy U))) / β,
      fun b => -Real.log (q b) / β, fun a b => ?_⟩
    -- take logarithms of `p(a) q(b) = exp (-β U) / Z`
    have h1 : p a * q b ≠ 0 := (hpos (a, b)).ne'
    have h2 : Real.log (p a * q b) =
        -β * U a b - Real.log (partition β (pairEnergy U)) := hlog (a, b)
    rw [Real.log_mul (left_ne_zero_of_mul h1) (right_ne_zero_of_mul h1)] at h2
    rw [← add_div, eq_div_iff hβ.ne']
    linarith
  · rintro ⟨u, v, h⟩
    obtain ⟨hu, hu', -⟩ := boltzmann_spec β u
    obtain ⟨hv, hv', -⟩ := boltzmann_spec β v
    have hp : IsProb (boltzmann β u) := ⟨fun a => (hu a).le, hu'⟩
    have hq : IsProb (boltzmann β v) := ⟨fun b => (hv b).le, hv'⟩
    refine ⟨_, _, hp, hq, (meanField_bound hβ U hp hq).2.2 ?_⟩
    -- the partition function factorises
    have hZ : partition β (pairEnergy U) = partition β u * partition β v := by
      simp only [partition, pairEnergy, Fintype.sum_prod_type, h, mul_add, Real.exp_add,
        sum_mul_sum]
    funext s
    simp only [productState, boltzmann, hZ, pairEnergy, h, mul_add, Real.exp_add,
      div_mul_div_comm]

end

end MeanFieldPair
```

```lean
#print axioms MeanFieldPair.meanField_bound
#print axioms MeanFieldPair.self_consistent_iff
#print axioms MeanFieldPair.exact_iff_noninteracting
```

```
'MeanFieldPair.meanField_bound' depends on axioms: [propext, Classical.choice, Quot.sound]
'MeanFieldPair.self_consistent_iff' depends on axioms: [propext, Classical.choice, Quot.sound]
'MeanFieldPair.exact_iff_noninteracting' depends on axioms: [propext, Classical.choice, Quot.sound]
```

All four theorems concern two subsystems with finitely many states and finite real energies. Continuous configuration spaces, hard-core exclusions with infinite energy, non-commuting operators and the limit $\beta\to\infty$ lie beyond these hypotheses.
